# A repeated cycle of relaxation and pulses approaches a single steady state geometrically

In a repeated pulse experiment the first few cycles are often discarded, and the later signal is analysed as if it had become periodic. If relaxation were absent, this could fail: pulses only rotate the magnetization, two different initial magnetizations stay equally far apart for ever, and the signal can keep depending on the history of the sample. The result below shows that relaxation erases this memory whatever the pulses are, and bounds the number of cycles it takes to do so to a given accuracy.

Let $m$ be the equilibrium magnetization along $z$. In the rotating frame and on resonance, free relaxation between pulses multiplies the transverse components by $E_2$ and the deviation of the longitudinal component from $m$ by $E_1$. For an interval $\tau$ these factors are $E_i=e^{-\tau/T_i}$, with $T_1$ and $T_2$ the longitudinal and transverse relaxation times. One cycle $C$ composes $n\ge 1$ steps

$$M\mapsto R_\ell\bigl(\mathrm{diag}(E_2,E_2,E_1)M+(1-E_1)m\,e_z\bigr),\qquad R_\ell^TR_\ell=1,\qquad \ell=1,\dots,n .$$

**Claim.** If $0\le E_1,E_2<1$, then $C$ has exactly one fixed point $M_0$, and with $q=\max(E_1,E_2)$

$$|C^j(M)-M_0|\le q^{nj}\,|M-M_0|\qquad\text{for all } j\ge 0 \text{ and all } M.$$

Here $M_0$ is the steady state; many textbooks use that symbol for the equilibrium value, which is $m$ here.

## Every interval brings two magnetizations closer

Take two magnetizations $M,N$ with difference $D=M-N$. The recovery term $(1-E_1)m\,e_z$ is the same for both and cancels, so after relaxation the squared distance is

$$E_2^2D_x^2+E_2^2D_y^2+E_1^2D_z^2\le q^2|D|^2 .$$

A pulse leaves distances alone, since $|R_\ell D|^2=D^TR_\ell^TR_\ell D=|D|^2$. Each step therefore contributes a factor of at most $q$, and the cycle contributes at most $Q=q^n$, which is below 1 because $q<1$ and $n\ge1$.

Successive iterates satisfy $|C^{j+1}(M)-C^j(M)|\le Q^j|C(M)-M|$. The right-hand sides have a finite sum, so the iterates converge, and by continuity of $C$ the limit $M_0$ obeys $C(M_0)=M_0$. If $N_0$ is also fixed, then $|M_0-N_0|\le Q|M_0-N_0|$, which forces $N_0=M_0$. Finally, $|C^{j+1}(M)-M_0|=|C(C^j(M))-C(M_0)|\le Q|C^j(M)-M_0|$, and induction on $j$ gives $Q^j=q^{nj}$.

No smaller rate holds for all choices of pulses. If every $R_\ell$ is the identity, $j$ cycles multiply the transverse components by $E_2^{nj}$ and the longitudinal deviation by $E_1^{nj}$. Displacing only the more slowly relaxing component gives equality for every $j$. Particular pulses may do better.

In the limit of complete relaxation, $E_1=E_2=0$, each interval resets the magnetization to $m\,e_z$. The steady state is $R_n\,m\,e_z$, and it is reached after one cycle, as the bound says.

## The steady state of one repeated pulse

For spins on resonance, which do not precess between pulses in the rotating frame, let a single pulse of flip angle $\alpha$ about $x$ turn $e_z$ towards $e_y$, and write $c=\cos\alpha$, $s=\sin\alpha$. Just after the pulse, a steady state satisfies $M_x=E_2M_x$, hence $M_x=0$. With $u=E_1M_z+(1-E_1)m$, the longitudinal component just before the pulse, the other two equations are

$$M_y=cE_2M_y+su,\qquad M_z=-sE_2M_y+cu .$$

The first gives $M_y=ks$ with $k=u/(1-cE_2)$. The second then gives $M_z=k\,[c(1-cE_2)-s^2E_2]=k(c-E_2)$. Inserting this into the definition of $u$ yields

$$k=\frac{(1-E_1)m}{1-E_1c-E_2(c-E_1)} .$$

The denominator equals $(1-E_1)(1-cE_2)+E_1(1-c)(1+E_2)$. Its first term is positive and its second is non-negative.

For $\alpha=90^\circ$, $E_1=3/4$ and $E_2=1/3$, the denominator is $5/4$ and $k=m/5$, so $M_0=(0,\,m/5,\,-m/15)$. As a check, relaxation takes this to $(0,\,m/15,\,m/5)$, and the pulse returns it to $M_0$. Starting from equilibrium with $m>0$, the distance to $M_0$ is about $1.085\,m$. One cycle leads to $(0,m,0)$, at distance about $0.803\,m$; the bound allows $0.814\,m$.

## Magnetizations, relaxation and pulses in Lean

```lean
import Mathlib

open Matrix

namespace BlochPulseCycle

noncomputable section
```

The type below carries the Euclidean distance used in the claim. Components 0, 1 and 2 are $x$, $y$ and $z$.

```lean
/-- Magnetization vectors in Euclidean three-space, with components x, y, z. -/
abbrev Magnetization := EuclideanSpace ℝ (Fin 3)
```

Relaxation and pulse are separate maps. `relax` takes the factors `E1` and `E2` directly, without reference to times.

```lean
/-- Free relaxation over one interval: transverse components are multiplied by `E2`, and the
deviation of the longitudinal one from `m` is multiplied by `E1`. -/
def relax (E1 E2 m : ℝ) (M : Magnetization) : Magnetization :=
  !₂[E2 * M 0, E2 * M 1, E1 * M 2 + (1 - E1) * m]

/-- An instantaneous pulse applies the matrix `R` to the magnetization. -/
def pulse (R : Matrix (Fin 3) (Fin 3) ℝ) (M : Magnetization) : Magnetization :=
  WithLp.toLp 2 (R *ᵥ M.ofLp)
```

A cycle is a list of matrices, and the first matrix in the list acts first. Each step relaxes and then pulses, so the steady state is the magnetization just after the last pulse. All intervals share the same `E1` and `E2`. Precession about $z$ through a fixed angle commutes with relaxation and can be absorbed into the matrix that follows it.

```lean
/-- One cycle: for each pulse in the list, in order, relax and then apply the pulse. -/
def cycle (E1 E2 m : ℝ) : List (Matrix (Fin 3) (Fin 3) ℝ) → Magnetization → Magnetization
  | [], M => M
  | R :: Rs, M => cycle E1 E2 m Rs (pulse R (relax E1 E2 m M))
```

One step from this model to an experiment that the hypotheses leave open is the replacement of a pulse of finite duration, during which the spins also relax, by an instantaneous orthogonal matrix.

## The contraction factor of a cycle

Distances are compared through their squares, which are sums over components.

```lean
/-- The squared distance of two magnetizations is the sum of squared component differences. -/
theorem dist_sq (M N : Magnetization) : dist M N ^ 2 = ∑ i, (M i - N i) ^ 2 := by
  rw [EuclideanSpace.dist_eq, Real.sq_sqrt (Finset.sum_nonneg fun i _ => sq_nonneg _)]
  simp only [Real.dist_eq, sq_abs]
```

For a pulse, `key` is the identity $|Rv|^2=|v|^2$, obtained by moving $R$ across the dot product and using `Rᵀ * R = 1`. It is applied to the difference of the two magnetizations. The hypothesis also admits reflections, which are not physical pulses but do no harm.

```lean
/-- An orthogonal pulse preserves the distance between two magnetizations. -/
theorem pulse_dist {R : Matrix (Fin 3) (Fin 3) ℝ} (hR : Rᵀ * R = 1) (M N : Magnetization) :
    dist (pulse R M) (pulse R N) = dist M N := by
  have key : ∀ v : Fin 3 → ℝ, (R *ᵥ v) ⬝ᵥ (R *ᵥ v) = v ⬝ᵥ v := by
    intro v
    rw [Matrix.dotProduct_mulVec, ← Matrix.mulVec_transpose, Matrix.mulVec_mulVec, hR,
      Matrix.one_mulVec]
  refine (sq_eq_sq₀ dist_nonneg dist_nonneg).mp ?_
  have h := key (M.ofLp - N.ofLp)
  rw [Matrix.mulVec_sub] at h
  simp only [dotProduct, Pi.sub_apply] at h
  rw [dist_sq, dist_sq]
  simp only [pulse, sq]
  exact h
```

For relaxation, `e` computes the squared distance, with the recovery term cancelling in `ring`. Then `q1` and `q2` replace each squared factor by $q^2$.

```lean
/-- For nonnegative relaxation factors, free relaxation multiplies the distance between two
magnetizations by at most `max E1 E2`. -/
theorem relax_dist {E1 E2 : ℝ} (h1 : 0 ≤ E1) (h2 : 0 ≤ E2) (m : ℝ) (M N : Magnetization) :
    dist (relax E1 E2 m M) (relax E1 E2 m N) ≤ max E1 E2 * dist M N := by
  have e : dist (relax E1 E2 m M) (relax E1 E2 m N) ^ 2 =
      E2 ^ 2 * (M 0 - N 0) ^ 2 + E2 ^ 2 * (M 1 - N 1) ^ 2 + E1 ^ 2 * (M 2 - N 2) ^ 2 := by
    rw [dist_sq, Fin.sum_univ_three]
    change (E2 * M 0 - E2 * N 0) ^ 2 + (E2 * M 1 - E2 * N 1) ^ 2 +
      ((E1 * M 2 + (1 - E1) * m) - (E1 * N 2 + (1 - E1) * m)) ^ 2 = _
    ring
  have q1 : E1 ^ 2 ≤ max E1 E2 ^ 2 := pow_le_pow_left₀ h1 (le_max_left _ _) 2
  have q2 : E2 ^ 2 ≤ max E1 E2 ^ 2 := pow_le_pow_left₀ h2 (le_max_right _ _) 2
  refine (sq_le_sq₀ dist_nonneg (mul_nonneg (le_max_of_le_left h1) dist_nonneg)).mp ?_
  rw [e, mul_pow, dist_sq, Fin.sum_univ_three]
  linarith [mul_le_mul_of_nonneg_right q2 (sq_nonneg (M 0 - N 0)),
    mul_le_mul_of_nonneg_right q2 (sq_nonneg (M 1 - N 1)),
    mul_le_mul_of_nonneg_right q1 (sq_nonneg (M 2 - N 2))]
```

Induction over the list multiplies the factors. The induction hypothesis is applied to the two magnetizations after the first relaxation and pulse, which is why `M` and `N` are generalized.

```lean
/-- For nonnegative relaxation factors, a cycle of `n` orthogonal pulses multiplies distances
by at most `max E1 E2 ^ n`. -/
theorem cycle_dist {E1 E2 : ℝ} (h1 : 0 ≤ E1) (h2 : 0 ≤ E2) (m : ℝ)
    (Rs : List (Matrix (Fin 3) (Fin 3) ℝ)) (hR : ∀ R ∈ Rs, Rᵀ * R = 1) (M N : Magnetization) :
    dist (cycle E1 E2 m Rs M) (cycle E1 E2 m Rs N) ≤ max E1 E2 ^ Rs.length * dist M N := by
  induction Rs generalizing M N with
  | nil => simp [cycle]
  | cons R Rs ih =>
    have hq : 0 ≤ max E1 E2 ^ Rs.length := pow_nonneg (le_max_of_le_left h1) _
    have hi := ih (fun S hS => hR S (List.mem_cons_of_mem _ hS))
      (pulse R (relax E1 E2 m M)) (pulse R (relax E1 E2 m N))
    rw [pulse_dist (hR R List.mem_cons_self)] at hi
    calc _ ≤ _ := hi
      _ ≤ max E1 E2 ^ Rs.length * (max E1 E2 * dist M N) :=
        mul_le_mul_of_nonneg_left (relax_dist h1 h2 m M N) hq
      _ = _ := by rw [List.length_cons, pow_succ]; ring
```

## Existence, uniqueness and rate

The main theorem takes both factors in $[0,1)$, a list `Rs` that is not empty, and orthogonality of every matrix in it. The number $n$ is `Rs.length`, and `^[j]` means $j$ cycles in succession. The equivalence `cycle E1 E2 m Rs M = M ↔ M = M₀` says that `M₀` is a fixed point and the only one. An empty list would make the cycle the identity, with every magnetization fixed.

In the proof, `hK1` is $Q<1$, and Mathlib's contraction principle replaces the summation of successive steps. The estimate `hs` bounds the distance to `M₀` after one cycle. It yields uniqueness, because a positive distance $d$ cannot satisfy $d\le Qd$, and by induction on `j` it yields the rate.

```lean
/-- A non-empty cycle of `n` orthogonal pulses with relaxation factors in `[0, 1)` has exactly
one steady state, and after `j` cycles the distance to it is at most `max E1 E2 ^ (n * j)`
times the initial distance. -/
theorem steady_state {E1 E2 : ℝ} (h1 : 0 ≤ E1) (h1' : E1 < 1) (h2 : 0 ≤ E2) (h2' : E2 < 1)
    (m : ℝ) (Rs : List (Matrix (Fin 3) (Fin 3) ℝ)) (hne : Rs ≠ [])
    (hR : ∀ R ∈ Rs, Rᵀ * R = 1) :
    ∃ M₀ : Magnetization, (∀ M, cycle E1 E2 m Rs M = M ↔ M = M₀) ∧
      ∀ (j : ℕ) (M : Magnetization), dist ((cycle E1 E2 m Rs)^[j] M) M₀ ≤
        max E1 E2 ^ (Rs.length * j) * dist M M₀ := by
  have hK0 : 0 ≤ max E1 E2 ^ Rs.length := pow_nonneg (le_max_of_le_left h1) _
  have hK1 : max E1 E2 ^ Rs.length < 1 :=
    pow_lt_one₀ (le_max_of_le_left h1) (max_lt h1' h2') (by simpa using hne)
  -- the contraction principle supplies a fixed point
  have hc : ContractingWith ⟨max E1 E2 ^ Rs.length, hK0⟩ (cycle E1 E2 m Rs) :=
    ⟨NNReal.coe_lt_coe.mp (by rw [NNReal.coe_one]; exact hK1),
      LipschitzWith.of_dist_le_mul (cycle_dist h1 h2 m Rs hR)⟩
  obtain ⟨M₀, h0⟩ : ∃ M₀, cycle E1 E2 m Rs M₀ = M₀ := ⟨_, hc.fixedPoint_isFixedPt⟩
  have hs : ∀ M, dist (cycle E1 E2 m Rs M) M₀ ≤ max E1 E2 ^ Rs.length * dist M M₀ := by
    intro M
    have h := cycle_dist h1 h2 m Rs hR M M₀
    rwa [h0] at h
  refine ⟨M₀, fun M => ⟨fun hM => ?_, fun hM => by rw [hM, h0]⟩, fun j M => ?_⟩
  · -- two fixed points would have to approach each other
    have h := hs M
    rw [hM] at h
    refine dist_le_zero.mp ?_
    by_contra hd
    nlinarith [mul_pos (sub_pos.mpr hK1) (not_le.mp hd)]
  · induction j with
    | zero => simp
    | succ j ih =>
      rw [Function.iterate_succ_apply']
      calc _ ≤ _ := hs _
        _ ≤ max E1 E2 ^ Rs.length * (max E1 E2 ^ (Rs.length * j) * dist M M₀) :=
          mul_le_mul_of_nonneg_left ih hK0
        _ = _ := by ring
```

For independent spins obeying the Bloch equations under such idealized pulses, including the Bloch vector of a relaxing two-level quantum system, this bounds how many cycles a simulation must run before its initial state is forgotten to a given tolerance.

## Identity pulses attain the bound

In the next theorem `z` is the deviation of the longitudinal component from `m`, not the component itself. The proof treats one interval (`one`), then $n$ intervals (`many`), then $j$ cycles.

```lean
/-- With `n` identity pulses per cycle, after `j` cycles the transverse components are
multiplied by `E2 ^ (n * j)` and the longitudinal deviation from `m` by `E1 ^ (n * j)`. -/
theorem free_evolution (E1 E2 m x y z : ℝ) (n j : ℕ) :
    (cycle E1 E2 m (List.replicate n 1))^[j] !₂[x, y, m + z] =
      !₂[E2 ^ (n * j) * x, E2 ^ (n * j) * y, m + E1 ^ (n * j) * z] := by
  have one : ∀ x y z : ℝ, pulse 1 (relax E1 E2 m !₂[x, y, m + z]) =
      !₂[E2 * x, E2 * y, m + E1 * z] := by
    intro x y z
    ext i
    fin_cases i <;> simp [pulse, relax]
    ring
  have many : ∀ x y z : ℝ, cycle E1 E2 m (List.replicate n 1) !₂[x, y, m + z] =
      !₂[E2 ^ n * x, E2 ^ n * y, m + E1 ^ n * z] := by
    induction n with
    | zero => intro x y z; simp [cycle]
    | succ n ih =>
      intro x y z
      rw [List.replicate_succ, cycle, one, ih]
      simp only [pow_succ, mul_assoc]
  induction j with
  | zero => simp
  | succ j ih =>
    have e : ∀ a t : ℝ, a ^ n * (a ^ (n * j) * t) = a ^ (n * (j + 1)) * t := by
      intro a t; ring
    rw [Function.iterate_succ_apply', ih, many]
    simp only [e]
```

Sharpness follows by exciting one component by one unit: a transverse one if `E1 ≤ E2`, the longitudinal one otherwise. The auxiliary `hs` states that scaling the deviation from equilibrium by $a\ge0$ scales the distance by $a$.

```lean
/-- The rate is sharp: for nonnegative relaxation factors and `n` identity pulses per cycle, `m e_z`
is a fixed point, and for some other magnetization the distance to it after `j` cycles is exactly
`max E1 E2 ^ (n * j)` times the initial distance, for every `j`. -/
theorem rate_sharp {E1 E2 : ℝ} (h1 : 0 ≤ E1) (h2 : 0 ≤ E2) (m : ℝ) (n : ℕ) :
    cycle E1 E2 m (List.replicate n 1) !₂[0, 0, m] = !₂[0, 0, m] ∧
    ∃ M : Magnetization, M ≠ !₂[0, 0, m] ∧ ∀ j : ℕ,
      dist ((cycle E1 E2 m (List.replicate n 1))^[j] M) !₂[0, 0, m] =
        max E1 E2 ^ (n * j) * dist M !₂[0, 0, m] := by
  have hs : ∀ a x y z : ℝ, 0 ≤ a →
      dist (!₂[a * x, a * y, m + a * z] : Magnetization) !₂[0, 0, m] =
        a * dist (!₂[x, y, m + z] : Magnetization) !₂[0, 0, m] := by
    intro a x y z ha
    refine (sq_eq_sq₀ dist_nonneg (mul_nonneg ha dist_nonneg)).mp ?_
    rw [mul_pow, dist_sq, dist_sq, Fin.sum_univ_three, Fin.sum_univ_three]
    change (a * x - 0) ^ 2 + (a * y - 0) ^ 2 + (m + a * z - m) ^ 2 =
      a ^ 2 * ((x - 0) ^ 2 + (y - 0) ^ 2 + (m + z - m) ^ 2)
    ring
  refine ⟨by simpa using free_evolution E1 E2 m 0 0 0 n 1, ?_⟩
  -- excite the component that relaxes more slowly
  rcases le_total E1 E2 with h | h
  · refine ⟨!₂[1, 0, m + 0], fun e => ?_, fun j => ?_⟩
    · have h' : (1 : ℝ) = 0 := congrArg (fun v : Magnetization => v 0) e
      norm_num at h'
    · rw [free_evolution, max_eq_right h, ← hs _ _ _ _ (pow_nonneg h2 _)]
      simp only [mul_zero]
  · refine ⟨!₂[0, 0, m + 1], fun e => ?_, fun j => ?_⟩
    · have h' : m + 1 = m := congrArg (fun v : Magnetization => v 2) e
      linarith
    · rw [free_evolution, max_eq_left h, ← hs _ _ _ _ (pow_nonneg h1 _)]
      simp only [mul_zero]
```

## The explicit vector for a single flip angle

The sign convention matters here: `xPulse` sends $e_z$ towards $+e_y$, whereas a right-handed rotation about $+x$ sends it towards $-e_y$.

```lean
/-- The pulse of flip angle `α` about the x axis, turning `e_z` towards `e_y`. -/
def xPulse (α : ℝ) : Matrix (Fin 3) (Fin 3) ℝ :=
  !![1, 0, 0; 0, Real.cos α, Real.sin α; 0, -Real.sin α, Real.cos α]
```

The theorem states that a magnetization is reproduced by the cycle exactly when it is the vector found above. `hD` proves the denominator positive by the decomposition already given, and `horth` shows that the pulse is orthogonal. The quotient is then abbreviated to `k`, with `hk` recording that `k` times the denominator is $(1-E_1)m$. The proof does not solve the linear equations. It verifies the vector in `hfix`, component by component, and takes uniqueness from `steady_state`.

```lean
/-- For one repeated x pulse of flip angle `α` and relaxation factors in `[0, 1)`, the stated
vector is the only magnetization reproduced just after each pulse. -/
theorem single_pulse_steady_state {E1 E2 : ℝ} (h1 : 0 ≤ E1) (h1' : E1 < 1) (h2 : 0 ≤ E2)
    (h2' : E2 < 1) (m α : ℝ) (M : Magnetization) :
    cycle E1 E2 m [xPulse α] M = M ↔ M =
      !₂[0, (1 - E1) * m / (1 - E1 * Real.cos α - E2 * (Real.cos α - E1)) * Real.sin α,
        (1 - E1) * m / (1 - E1 * Real.cos α - E2 * (Real.cos α - E1)) *
          (Real.cos α - E2)] := by
  have hsc := Real.sin_sq_add_cos_sq α
  have hc : 0 ≤ 1 - Real.cos α := sub_nonneg.mpr (Real.cos_le_one α)
  -- the denominator is positive
  have hD : 0 < 1 - E1 * Real.cos α - E2 * (Real.cos α - E1) := by
    have ha : 0 < 1 - Real.cos α * E2 := by nlinarith [mul_nonneg h2 hc]
    nlinarith [mul_pos (sub_pos.mpr h1') ha,
      mul_nonneg (mul_nonneg h1 hc) (by linarith : 0 ≤ 1 + E2)]
  have horth : (xPulse α)ᵀ * xPulse α = 1 := by
    ext i j
    fin_cases i <;> fin_cases j <;>
      simp [xPulse, Matrix.mul_apply, Fin.sum_univ_three] <;> nlinarith [hsc]
  have hp : ∀ V : Magnetization, pulse (xPulse α) V =
      !₂[V 0, Real.cos α * V 1 + Real.sin α * V 2,
        -Real.sin α * V 1 + Real.cos α * V 2] := by
    intro V
    ext i
    fin_cases i <;> simp [pulse, xPulse, dotProduct, Fin.sum_univ_three]
  have hk := div_mul_cancel₀ ((1 - E1) * m) hD.ne'
  generalize (1 - E1) * m / (1 - E1 * Real.cos α - E2 * (Real.cos α - E1)) = k at hk ⊢
  -- the stated vector is a fixed point
  have hfix : cycle E1 E2 m [xPulse α] !₂[0, k * Real.sin α, k * (Real.cos α - E2)] =
      !₂[0, k * Real.sin α, k * (Real.cos α - E2)] := by
    simp only [cycle, hp]
    ext i
    fin_cases i
    · change E2 * 0 = (0 : ℝ)
      ring
    · change Real.cos α * (E2 * (k * Real.sin α)) + Real.sin α *
        (E1 * (k * (Real.cos α - E2)) + (1 - E1) * m) = k * Real.sin α
      linear_combination (-Real.sin α) * hk
    · change -Real.sin α * (E2 * (k * Real.sin α)) + Real.cos α *
        (E1 * (k * (Real.cos α - E2)) + (1 - E1) * m) = k * (Real.cos α - E2)
      linear_combination (-Real.cos α) * hk - k * E2 * hsc
  -- uniqueness comes from the general theorem
  obtain ⟨M₀, hu, _⟩ := steady_state h1 h1' h2 h2' m [xPulse α] (by simp)
    (fun R hR => by rw [List.mem_singleton.mp hR]; exact horth)
  rw [hu M, (hu _).mp hfix]

end

end BlochPulseCycle
```

```lean
#print axioms BlochPulseCycle.rate_sharp
-- 'BlochPulseCycle.rate_sharp' depends on axioms: [propext, Classical.choice, Quot.sound]
#print axioms BlochPulseCycle.single_pulse_steady_state
-- 'BlochPulseCycle.single_pulse_steady_state' depends on axioms: [propext, Classical.choice, Quot.sound]
```
